# Swapping the components of a binary mixture flips the sign of its odd Redlich-Kister coefficients

The Redlich-Kister form writes the excess energy of a binary mixture at mole fraction `x` as `x (1 - x)` times a finite sum of terms `L_k (1 - 2x)^k`. The theorem says that evaluating it at `1 - x` gives the same value as keeping `x` and multiplying each `L_k` by `(-1)^k`. The coefficients are arbitrary real constants, and `x` may be any real number, not only one between 0 and 1. The proof writes `1 - 2(1 - x)` as `-(1 - 2x)`, takes the sign out of each power in an auxiliary equation `hs`, and leaves the remaining algebra to `ring`.

An attempt in Lean 4 with a fault in it:

```lean
import Mathlib

open Polynomial

namespace RedlichKister

noncomputable section

/-- The Redlich-Kister excess energy `x (1 - x) ∑ L_k (1 - 2x)^k` of a binary mixture
at mole fraction `x`, with interaction coefficients `L_0, ..., L_n`. -/
def rkExcess {n : ℕ} (L : Fin (n + 1) → ℝ) (x : ℝ) : ℝ :=
  x * (1 - x) * ∑ k, L k * (1 - 2 * x) ^ (k : ℕ)

/-- Exchanging the two components multiplies the coefficient `L_k` by `(-1)^k`. -/
theorem rkExcess_exchange {n : ℕ} (L : Fin (n + 1) → ℝ) (x : ℝ) :
    rkExcess L (1 - x) = rkExcess (fun k => (-1) ^ (k : ℕ) * L k) x := by
  have h : 1 - 2 * (1 - x) = (-1) * (1 - 2 * x) := by ring
  have hs : ∑ k, L k * ((-1) * (1 - 2 * x)) ^ (k : ℕ)
      = ∑ k, (-1) ^ (k : ℕ) * L k * (1 - 2 * x) ^ (k : ℕ) :=
    Finset.sum_congr rfl (fun k _ => by rw [mul_pow]; ring)
  unfold rkExcess
  rw [h, hs]
  ring

end

end RedlichKister
```

Messages:

```
Main.lean:19:32: error: Application type mismatch: The argument
  k
has type
  ℕ
but is expected to have type
  Fin (n + 1)
in the application
  L k
Main.lean:19:10: error(lean.synthInstanceFailed): failed to synthesize instance of type class
  Fintype ℕ

Hint: Adding the command `deriving instance Fintype for Nat` may allow Lean to derive the missing instance.
Main.lean:20:44: error: Tactic `rewrite` failed: Did not find an occurrence of the pattern
  (?a * ?b) ^ ?n
in the target expression
  ?m.157 k = ?m.158 k

n : ℕ
L : Fin (n + 1) → ℝ
x : ℝ
h : 1 - 2 * (1 - x) = -1 * (1 - 2 * x)
k : ?m.152
x✝ : k ∈ ?m.160
⊢ ?m.157 k = ?m.158 k
```

The fault is in the right-hand sum of `hs`, where the binder `k` has no stated type. Lean meets `(k : ℕ)` there before `L k`, and with the type of `k` still open it settles on `ℕ` instead of inserting a coercion. `L k` is then a type mismatch, since `L` takes a `Fin (n + 1)`, and the sum would run over all of `ℕ`, which has no `Fintype` instance. The left-hand sum escapes this because `L k` comes first in it and fixes the type.

The `rewrite` error follows from the same fault. With the statement of `hs` broken, the goal for each term is only `?m.157 k = ?m.158 k`, with both sides unknown, so `mul_pow` finds no power of a product to rewrite.

Writing `∑ k : Fin (n + 1)` fixes the index type at the start. `(k : ℕ)` is then a coercion, `L k` is well typed, the sum is finite, and `mul_pow` has a real power to act on. The proof of `hs` itself needs no change.

Lean accepts the file once it reads:

```diff
@@ -17,5 +17,5 @@
   have h : 1 - 2 * (1 - x) = (-1) * (1 - 2 * x) := by ring
   have hs : ∑ k, L k * ((-1) * (1 - 2 * x)) ^ (k : ℕ)
-      = ∑ k, (-1) ^ (k : ℕ) * L k * (1 - 2 * x) ^ (k : ℕ) :=
+      = ∑ k : Fin (n + 1), (-1) ^ (k : ℕ) * L k * (1 - 2 * x) ^ (k : ℕ) :=
     Finset.sum_congr rfl (fun k _ => by rw [mul_pow]; ring)
   unfold rkExcess
```
